# With the dipole self-energy, an origin shift of the one-mode cavity Hamiltonian is a photon displacement

## The cavity Hamiltonian and its conventions

Let $A$ be an associative real algebra with unit $1$. Its elements $b$ and $c$ stand for the lowering and raising operators of one cavity mode, and $d$ for the component of the molecular dipole along the mode's polarisation, with the coupling strength absorbed into it. The frequency is $w>0$, and $\hbar=1$. Write $g=\sqrt{w/2}$ and define

$$H_0(d,b,c)=w\,cb-g\,d(b+c),\qquad H(d,b,c)=H_0(d,b,c)+\tfrac12 d^2 .$$

The term $d^2/2$ is the dipole self-energy. The zero-point energy is omitted, and so is the purely electronic Hamiltonian; a term that is the same on both sides of the equations below would cancel.

The relative size of $g$ and the factor $\tfrac12$ comes from the field energy $\tfrac12p^2+\tfrac12(wq-d)^2$, where $q=(b+c)/\sqrt{2w}$ is the photon coordinate and $p$ its momentum. In this form a change of $d$ by a number can be compensated by a change of $q$.

For a molecule of nonzero total charge, moving the coordinate origin replaces $d$ by $d+s$ with a real number $s$. For a neutral molecule $s=0$. Displacing the mode replaces $b$ by $b+t$ and $c$ by $c+u$, with real $t$ and $u$. The numbers added are multiples of $1\in A$.

## The shift and the displacement by hand

Real displacements preserve the commutator, because numbers commute with everything: $[b+t,c+u]=[b,c]$.

Expanding the displaced bare Hamiltonian gives

$$H_0(d,b+t,c+u)=w\,cb+wt\,c+wu\,b+wtu-g\,d(b+c)-g(t+u)d .$$

The origin shift gives $H_0(d+s,b,c)=w\,cb-g\,d(b+c)-gs(b+c)$. Hence

$$H_0(d,b+t,c+u)=H_0(d+s,b,c)+(wt+gs)c+(wu+gs)b-g(t+u)d+wtu .$$

The terms in $b$ and $c$ vanish for $t=u=\tau$, where $\tau=-s/\sqrt{2w}$. For this value $2g\tau=-s$ and $w\tau^2=s^2/2$, so

$$H_0(d+s,b,c)=H_0(d,b+\tau,c+\tau)-s\,d-\tfrac12s^2 .$$

Since $\tfrac12(d+s)^2=\tfrac12d^2+s\,d+\tfrac12s^2$, the self-energy cancels the remainder:

$$H(d+s,b,c)=H(d,b+\tau,c+\tau).$$

Neither identity uses $[b,c]=1$ or any commutation of $d$ with the mode.

Uniqueness does use them. Let $1\neq0$ in $A$, let $[b,c]=1$, and let $d$ commute with $b$ and $c$. If $H(d+s,b,c)=H(d,b+t,c+u)$, subtraction gives

$$(wt+gs)c+(wu+gs)b-\bigl(g(t+u)+s\bigr)d+\bigl(wtu-\tfrac12s^2\bigr)=0 .$$

Taking the commutator of $b$ with this expression leaves $wt+gs=0$; taking the commutator of the expression with $c$ leaves $wu+gs=0$. Therefore $t=u=-gs/w=\tau$.

For $H_0$, allow also a constant energy $e$. If $H_0(d+s,b,c)=H_0(d,b+t,c+u)+e$, the same commutators force $t=u=\tau$, and the remainder then gives $s\,d=-\tfrac12s^2-e$. If $s\neq0$, division by $s$ makes $d$ a number. For a dipole that is not a number, the shift can thus be absorbed only when $s=0$.

**A numerical instance.** Take $w=2$ and $s=2$, so that $g=1$ and $\tau=-1$. Then

$$H_0(d+2,b,c)=2cb-d(b+c)-2b-2c,$$
$$H_0(d,b-1,c-1)=2cb-2b-2c+2-d(b+c)+2d .$$

The first is the second minus $2d+2$, and $\tfrac12(d+2)^2=\tfrac12d^2+2d+2$ restores exactly this amount.

**A dipole that is a number.** If $d$ is a number, a nonzero shift can be absorbed even without the self-energy. With $d=0$ and the same $w$ and $s$,

$$H_0(2,b,c)=2cb-2b-2c=2(c-1)(b-1)-2=H_0(0,b-1,c-1)-2,$$

so a displacement and a constant absorb a nonzero shift.

## Operators and Hamiltonians in Lean

The type `A` is any ring that is also an algebra over `ℝ`. Multiplication need not commute, and there is no adjoint, so `c` is not assumed to be the adjoint of `b`.

```lean
import Mathlib

open Polynomial

namespace CavityOriginShift

noncomputable section

variable {A : Type*} [Ring A] [Algebra ℝ A]
```

The same function displaces a ladder operator and shifts the dipole. The expression `t • (1 : A)` is the number $t$ regarded as an operator.

```lean
/-- The operator `a` displaced by the real number `t`. -/
def displace (a : A) (t : ℝ) : A := a + t • (1 : A)
```

The next two definitions are $H_0$ and $H$, with the ordering used above.

```lean
/-- Photon energy and bilinear light-matter coupling of one cavity mode of frequency `w`,
without the dipole self-energy. -/
def bareH (w : ℝ) (d b c : A) : A :=
  w • (c * b) - Real.sqrt (w / 2) • (d * (b + c))

/-- The cavity Hamiltonian including the dipole self-energy `d² / 2`. -/
def cavityH (w : ℝ) (d b c : A) : A := bareH w d b c + (1 / 2 : ℝ) • (d * d)
```

The function `photonShift w s` is $\tau$.

```lean
/-- The photon displacement `-s / √(2w)` associated with a dipole shift `s`. -/
def photonShift (w s : ℝ) : ℝ := -s / Real.sqrt (2 * w)
```

## Expansions and scalar relations

The first theorem says that if $[b,c]=1$, the displaced operators satisfy the same relation, even with different displacements. Its proof reduces the goal to the equality of the two commutators. `simp only` multiplies out the products, and `module` compares the resulting real linear combinations.

```lean
/-- Displacing the two ladder operators by real numbers preserves their canonical
commutation relation. -/
theorem displaced_commutator (b c : A) (t u : ℝ) (hbc : b * c - c * b = 1) :
    displace b t * displace c u - displace c u * displace b t = 1 := by
  refine Eq.trans ?_ hbc
  simp only [displace, mul_add, add_mul, mul_smul_comm, smul_mul_assoc, mul_one, one_mul]
  module
```

The general expansion of $H_0$ is proved in the same way, for all real `w`, `s`, `t` and `u`.

```lean
/-- The bare Hamiltonian with displaced photon operators, compared with the one with a
shifted dipole: they differ by terms linear in `c`, `b` and `d` and a constant. -/
theorem bareH_displace (w s t u : ℝ) (d b c : A) :
    bareH w d (displace b t) (displace c u) = bareH w (displace d s) b c
      + (w * t + Real.sqrt (w / 2) * s) • c + (w * u + Real.sqrt (w / 2) * s) • b
      - (Real.sqrt (w / 2) * (t + u)) • d + (w * t * u) • (1 : A) := by
  simp only [bareH, displace, mul_add, add_mul, mul_smul_comm, smul_mul_assoc, mul_one,
    one_mul]
  module
```

So is the square of the shifted dipole.

```lean
/-- The square of the shifted dipole. -/
theorem dipole_sq_shift (d : A) (s : ℝ) :
    displace d s * displace d s = d * d + (2 * s) • d + (s ^ 2) • (1 : A) := by
  simp only [displace, mul_add, add_mul, mul_smul_comm, smul_mul_assoc, mul_one, one_mul]
  module
```

The three relations for $\tau$ need $w>0$. With $r=\sqrt{2w}$, the proof first establishes $r^2=2w$ (`hr2`), $g=r/2$ (`hg`) and $\tau r=-s$ (`ht`). Each relation is then a combination of these: for example, $w\tau^2=(r\tau)^2/2=s^2/2$.

```lean
/-- The three scalar relations between frequency, coupling strength and photon
displacement. -/
theorem photonShift_relations {w : ℝ} (hw : 0 < w) (s : ℝ) :
    w * photonShift w s + Real.sqrt (w / 2) * s = 0 ∧
    Real.sqrt (w / 2) * (photonShift w s + photonShift w s) = -s ∧
    w * photonShift w s * photonShift w s = s ^ 2 / 2 := by
  have hr : 0 < Real.sqrt (2 * w) := Real.sqrt_pos.mpr (by positivity)
  have hr2 : Real.sqrt (2 * w) ^ 2 = 2 * w := Real.sq_sqrt (by positivity)
  have hg : Real.sqrt (w / 2) = Real.sqrt (2 * w) / 2 := by
    have h : w / 2 = (Real.sqrt (2 * w) / 2) ^ 2 := by
      rw [div_pow, hr2]; ring
    rw [h, Real.sqrt_sq (by positivity)]
  have ht : photonShift w s * Real.sqrt (2 * w) = -s := div_mul_cancel₀ _ hr.ne'
  refine ⟨?_, ?_, ?_⟩
  · linear_combination (Real.sqrt (2 * w) / 2) * ht - (photonShift w s / 2) * hr2 + s * hg
  · linear_combination 2 * photonShift w s * hg + ht
  · linear_combination (1 / 2) * (photonShift w s * Real.sqrt (2 * w) - s) * ht
      - (photonShift w s ^ 2 / 2) * hr2
```

## The remainder and its cancellation

Inserting these relations into the expansion gives the bare identity with its remainder $-s\,d-s^2/2$.

```lean
/-- Without the self-energy, an origin shift equals a photon displacement up to the
remainder `-s d - s² / 2`. -/
theorem bareH_origin_shift {w : ℝ} (hw : 0 < w) (s : ℝ) (d b c : A) :
    bareH w (displace d s) b c =
      bareH w d (displace b (photonShift w s)) (displace c (photonShift w s))
        - s • d - (s ^ 2 / 2) • (1 : A) := by
  obtain ⟨h1, h2, h3⟩ := photonShift_relations hw s
  rw [bareH_displace w s (photonShift w s) (photonShift w s) d b c, h1, h2, h3]
  module
```

For the full Hamiltonian, the proof rewrites with that identity and with the square of the shifted dipole; `module` carries out the cancellation.

```lean
/-- With the self-energy, shifting the dipole by `s` is the same as displacing both photon
operators by `-s / √(2w)`. -/
theorem cavityH_origin_shift {w : ℝ} (hw : 0 < w) (s : ℝ) (d b c : A) :
    cavityH w (displace d s) b c =
      cavityH w d (displace b (photonShift w s)) (displace c (photonShift w s)) := by
  unfold cavityH
  rw [bareH_origin_shift hw, dipole_sq_shift]
  module
```

In cavity electronic-structure theory, for one mode coupled in this form, the identity turns the origin dependence of a charged molecule's Hamiltonian into a displacement of the photon operators. In the complete photon space, with $c$ the adjoint of $b$, this displacement is a unitary transformation, so the energies do not depend on the origin; this standard fact is not proved here. In a truncated photon basis the identity still holds for the truncated matrices, but the truncated lowering matrix is nilpotent, so for $t\neq0$ its displaced version is not similar to it. The energies can then depend on the origin. With the vacuum state alone, for example, $b=c=0$ and $H(d+s,0,0)=\tfrac12(d+s)^2$.

## Uniqueness of the displacement

The following lemma contains the commutator argument. `Nontrivial A` means $1\neq0$, and `Commute d b` means $db=bd$. In each half, `e` computes one commutator of the linear combination. Substituting the hypothesis that the combination is zero leaves a real coefficient times $1$ equal to zero, so the coefficient vanishes. The lemma makes no statement about the coefficients of $d$ and $1$.

```lean
/-- Let `[b, c] = 1` and let `d` commute with `b` and `c`. If a real linear combination of `c`, `b`,
`d` and `1` vanishes, the coefficients of the two ladder operators vanish. -/
theorem ladder_coefficients [Nontrivial A] {d b c : A} (hbc : b * c - c * b = 1)
    (hdb : Commute d b) (hdc : Commute d c) {p q r k : ℝ}
    (h : p • c + q • b + r • d + k • (1 : A) = 0) : p = 0 ∧ q = 0 := by
  constructor
  · -- the commutator with `b` isolates the coefficient of `c`
    have e : b * (p • c + q • b + r • d + k • (1 : A))
        - (p • c + q • b + r • d + k • (1 : A)) * b
        = p • (b * c - c * b) + r • (b * d - d * b) := by
      simp only [mul_add, add_mul, mul_smul_comm, smul_mul_assoc, mul_one, one_mul]
      module
    rw [h, mul_zero, zero_mul, sub_zero, hbc, hdb.eq, sub_self, smul_zero, add_zero] at e
    exact (smul_eq_zero.mp e.symm).resolve_right one_ne_zero
  · -- the commutator with `c` isolates the coefficient of `b`
    have e : (p • c + q • b + r • d + k • (1 : A)) * c
        - c * (p • c + q • b + r • d + k • (1 : A))
        = q • (b * c - c * b) + r • (d * c - c * d) := by
      simp only [mul_add, add_mul, mul_smul_comm, smul_mul_assoc, mul_one, one_mul]
      module
    rw [h, mul_zero, zero_mul, sub_zero, hbc, hdc.eq, sub_self, smul_zero, add_zero] at e
    exact (smul_eq_zero.mp e.symm).resolve_right one_ne_zero
```

The equivalence says that the pair $(t,u)$ reproduces the shift exactly when both entries are $\tau$. In the forward direction, `h0` is the vanishing combination from the derivation by hand. The lemma gives $wt+gs=0$ and $wu+gs=0$; comparison with $w\tau+gs=0$ and cancellation of $w$ finish the argument. The converse is the identity already proved.

```lean
/-- If `[b, c] = 1` and `d` commutes with `b` and `c`, then displacements `t` of `b` and `u` of `c`
reproduce the origin shift `s` exactly when both equal `-s / √(2w)`. -/
theorem cavityH_origin_shift_iff [Nontrivial A] {w : ℝ} (hw : 0 < w) {d b c : A}
    (hbc : b * c - c * b = 1) (hdb : Commute d b) (hdc : Commute d c) (s t u : ℝ) :
    cavityH w (displace d s) b c = cavityH w d (displace b t) (displace c u) ↔
      t = photonShift w s ∧ u = photonShift w s := by
  constructor
  · intro h
    unfold cavityH at h
    rw [bareH_displace w s t u d b c, dipole_sq_shift] at h
    have h0 : (w * t + Real.sqrt (w / 2) * s) • c + (w * u + Real.sqrt (w / 2) * s) • b
        + (-(Real.sqrt (w / 2) * (t + u) + s)) • d
        + (w * t * u - s ^ 2 / 2) • (1 : A) = 0 := by
      linear_combination (norm := module) h.symm
    obtain ⟨ht, hu⟩ := ladder_coefficients hbc hdb hdc h0
    have h1 := (photonShift_relations hw s).1
    exact ⟨mul_left_cancel₀ hw.ne' (by linarith), mul_left_cancel₀ hw.ne' (by linarith)⟩
  · rintro ⟨rfl, rfl⟩
    exact cavityH_origin_shift hw s d b c
```

The hypothesis $[b,c]=1$ excludes finite matrices of nonzero size with real or complex entries, since a commutator of such matrices has trace zero and the identity does not. The uniqueness results therefore do not apply to a truncated mode.

## The bare Hamiltonian cannot absorb the shift

The hypothesis `hd` says that $d$ is not a real multiple of the identity; physically, the dipole is an operator on the electronic states and not a fixed classical value. The theorem allows independent displacements `t` and `u` and a constant energy `e`. After the displacements have been identified with $\tau$, `h2` is the equation $s\,d=-s^2/2-e$. Assuming $s\neq0$, multiplication by $s^{-1}$ contradicts `hd`. For $s=0$, all three numbers can be taken as zero.

```lean
/-- Let `[b, c] = 1`, and let the dipole commute with `b` and `c` and not be a mere number. Without
the self-energy, photon displacements and a constant energy `e` can absorb an origin shift `s` only
if `s = 0`. -/
theorem bareH_absorbs_shift_iff [Nontrivial A] {w : ℝ} (hw : 0 < w) {d b c : A}
    (hbc : b * c - c * b = 1) (hdb : Commute d b) (hdc : Commute d c)
    (hd : ∀ r : ℝ, d ≠ r • (1 : A)) (s : ℝ) :
    (∃ t u e : ℝ, bareH w (displace d s) b c =
      bareH w d (displace b t) (displace c u) + e • (1 : A)) ↔ s = 0 := by
  constructor
  · rintro ⟨t, u, e, h⟩
    have h' := h
    rw [bareH_displace w s t u d b c] at h'
    have h0 : (w * t + Real.sqrt (w / 2) * s) • c + (w * u + Real.sqrt (w / 2) * s) • b
        + (-(Real.sqrt (w / 2) * (t + u))) • d + (w * t * u + e) • (1 : A) = 0 := by
      linear_combination (norm := module) h'.symm
    obtain ⟨ht, hu⟩ := ladder_coefficients hbc hdb hdc h0
    have h1 := (photonShift_relations hw s).1
    have ht' : t = photonShift w s := mul_left_cancel₀ hw.ne' (by linarith)
    have hu' : u = photonShift w s := mul_left_cancel₀ hw.ne' (by linarith)
    rw [ht', hu', bareH_origin_shift hw] at h
    -- the remainder would force the dipole to be a number
    have h2 : s • d = (-(s ^ 2 / 2) - e) • (1 : A) := by
      linear_combination (norm := module) h.symm
    by_contra hs
    apply hd (s⁻¹ * (-(s ^ 2 / 2) - e))
    rw [mul_smul, ← h2, smul_smul, inv_mul_cancel₀ hs, one_smul]
  · rintro rfl
    exact ⟨0, 0, 0, by simp [displace]⟩
```

## A two-level dipole with a polynomial mode

A concrete model satisfies the assumptions on $b$, $c$ and $d$. On real polynomials, let $b$ be differentiation and $c$ multiplication by $x$.

```lean
/-- The lowering operator `d/dx` on polynomials. -/
def polyLower : Module.End ℝ ℝ[X] := Polynomial.derivative

/-- The raising operator, multiplication by `x`, on polynomials. -/
def polyRaise : Module.End ℝ ℝ[X] := LinearMap.mulLeft ℝ X
```

Each photon operator acts alike on both levels of a two-level system, as a $2\times2$ diagonal matrix whose entries are operators on polynomials.

```lean
/-- A photon operator acting alike on both levels of a two-level system. -/
def onBoth (x : Module.End ℝ ℝ[X]) : Matrix (Fin 2) (Fin 2) (Module.End ℝ ℝ[X]) :=
  !![x, 0; 0, x]
```

The dipole exchanges the two levels.

```lean
/-- The transition dipole of a two-level system. -/
def twoLevelDipole : Matrix (Fin 2) (Fin 2) (Module.End ℝ ℝ[X]) := !![0, 1; 1, 0]
```

The product rule gives $(xp)'-xp'=p$ for every polynomial $p$, which is `hp`. The matrix relations are checked entry by entry. The dipole is not a multiple of the identity because its entry in row 0, column 1 is $1$, whereas every multiple of the identity has $0$ there. The model is purely algebraic: it includes no inner product and no electronic energy levels.

```lean
/-- A two-level dipole and a photon mode on polynomials satisfy the commutation relations,
and this dipole is not a multiple of the identity. -/
theorem cavity_witness :
    onBoth polyLower * onBoth polyRaise - onBoth polyRaise * onBoth polyLower = 1 ∧
    Commute twoLevelDipole (onBoth polyLower) ∧ Commute twoLevelDipole (onBoth polyRaise) ∧
    ∀ r : ℝ, twoLevelDipole ≠ r • 1 := by
  have hp : polyLower * polyRaise - polyRaise * polyLower = 1 := by
    refine LinearMap.ext fun p => ?_
    simp [polyLower, polyRaise, Module.End.mul_apply, Polynomial.derivative_mul]
  have hc : ∀ x, Commute twoLevelDipole (onBoth x) := by
    intro x
    change twoLevelDipole * onBoth x = onBoth x * twoLevelDipole
    refine Matrix.ext fun i j => ?_
    fin_cases i <;> fin_cases j <;>
      simp [twoLevelDipole, onBoth, Matrix.mul_apply, Fin.sum_univ_two]
  refine ⟨?_, hc _, hc _, ?_⟩
  · refine Matrix.ext fun i j => ?_
    fin_cases i <;> fin_cases j <;>
      simp [onBoth, hp]
  · intro r h
    have h01 := congrArg (fun m => m 0 1) h
    simp [twoLevelDipole] at h01

end

end CavityOriginShift
```

```lean
#print axioms CavityOriginShift.displaced_commutator
#print axioms CavityOriginShift.cavityH_origin_shift
#print axioms CavityOriginShift.cavityH_origin_shift_iff
#print axioms CavityOriginShift.bareH_absorbs_shift_iff
```

```
'CavityOriginShift.displaced_commutator' depends on axioms: [propext, Classical.choice, Quot.sound]
'CavityOriginShift.cavityH_origin_shift' depends on axioms: [propext, Classical.choice, Quot.sound]
'CavityOriginShift.cavityH_origin_shift_iff' depends on axioms: [propext, Classical.choice, Quot.sound]
'CavityOriginShift.bareH_absorbs_shift_iff' depends on axioms: [propext, Classical.choice, Quot.sound]
```
